# A diamond glide forces the (2,0,0) Fourier coefficient to vanish and permits a nonzero (2,2,2)

Let f be a continuous complex function of three coordinates measured in edges of the conventional cubic cell, with period one in each, and suppose that

f(x + 1/4, y + 1/4, 1/4 − z) = f(x, y, z).

Then the Fourier coefficient of f at (h, k, 0) vanishes unless 4 divides h + k, so the (2,0,0) coefficient is zero. The function sin(4πx) sin(4πy) sin(4πz) has this symmetry, together with invariance under permutations and double sign changes of the coordinates, and its (2,2,2) coefficient, the cell average of exp(−4πi(x + y + z)) times the function, is i/8.

When the electron density of diamond is expanded in plane waves, the rule identifies coefficients, labelled by the indices of the conventional cubic cell, that must be zero if the density has exactly this glide symmetry.

```lean
import Mathlib

open Complex (I)
open scoped Real

namespace DiamondGlide

noncomputable section
```

## Periodic functions and the glide

Coordinates are measured in edges of the conventional cubic cell, and h, k, l are the corresponding integer indices. A crystal function is a map `ℝ → ℝ → ℝ → ℂ`, and `LatticePeriodic` collects its joint continuity and its three unit periods. A real density is a special case. A potential that diverges at point nuclei is not covered, because it is not continuous.

```lean
/-- A continuous function of the three crystal coordinates with period one in each. -/
structure LatticePeriodic (f : ℝ → ℝ → ℝ → ℂ) : Prop where
  continuous : Continuous fun p : ℝ × ℝ × ℝ => f p.1 p.2.1 p.2.2
  period_x : ∀ x y z, f (x + 1) y z = f x y z
  period_y : ∀ x y z, f x (y + 1) z = f x y z
  period_z : ∀ x y z, f x y (z + 1) = f x y z
```

The glide reflects z in the plane z = 1/8 and shifts x and y by a quarter period. With the origin on an atom of diamond, it carries that atom to (1/4, 1/4, 1/4), on the other face-centred cubic sublattice. `GlideInvariant` says that f takes the same value at a point and at its image. This is assumed of f, not derived from atomic positions.

```lean
/-- Invariance under the diamond glide: reflection of `z` in the plane `z = 1/8`, followed by
a shift of a quarter period along `x` and `y`. -/
def GlideInvariant (f : ℝ → ℝ → ℝ → ℂ) : Prop :=
  ∀ x y z, f (x + 1 / 4) (y + 1 / 4) (1 / 4 - z) = f x y z
```

## Fourier coefficients over the unit cell

Write the plane wave used for projection as

W[h,k,l](x, y, z) = exp(−2πi(hx + ky + lz)).

The minus sign belongs to the definition of `planeWave`.

```lean
/-- The plane wave `exp(-2πi(hx + ky + lz))`. -/
def planeWave (h k l : ℤ) (x y z : ℝ) : ℂ :=
  Complex.exp (-(2 * π * I * (h * x + k * y + l * z)))
```

The cell has volume one in these coordinates, so its integral is also the cell average:

∫cell G = ∫₀¹ dx ∫₀¹ dy ∫₀¹ dz G(x, y, z).

```lean
/-- The integral over the unit cell. -/
def cellIntegral (G : ℝ → ℝ → ℝ → ℂ) : ℂ :=
  ∫ x in (0 : ℝ)..1, ∫ y in (0 : ℝ)..1, ∫ z in (0 : ℝ)..1, G x y z
```

The Fourier coefficient is then

c(h, k, l) = ∫cell W[h,k,l] f.

```lean
/-- The Fourier coefficient of `f` at the reciprocal lattice vector `(h, k, l)`. -/
def fourierCoeff (f : ℝ → ℝ → ℝ → ℂ) (h k l : ℤ) : ℂ :=
  cellIntegral fun x y z => planeWave h k l x y z * f x y z
```

The example with a nonzero (2,2,2) coefficient is the real function

S(x, y, z) = sin(4πx) sin(4πy) sin(4πz),

regarded as complex-valued.

```lean
/-- The function `sin(4πx) sin(4πy) sin(4πz)`. -/
def sineStar (x y z : ℝ) : ℂ :=
  ((Real.sin (4 * π * x) * Real.sin (4 * π * y) * Real.sin (4 * π * z) : ℝ) : ℂ)
```

## The phase acquired under the glide

Raising x by one adds −2πih to the exponent of W. Since h is an integer, the exponential is unchanged, and the same holds for y and z. The proof supplies the integers −h, −k and −l as the numbers of full turns.

```lean
/-- Plane waves with integer indices are lattice periodic. -/
theorem planeWave_latticePeriodic (h k l : ℤ) : LatticePeriodic (planeWave h k l) where
  continuous := by unfold planeWave; fun_prop
  period_x x y z := Complex.exp_eq_exp_iff_exists_int.mpr ⟨-h, by push_cast; ring⟩
  period_y x y z := Complex.exp_eq_exp_iff_exists_int.mpr ⟨-k, by push_cast; ring⟩
  period_z x y z := Complex.exp_eq_exp_iff_exists_int.mpr ⟨-l, by push_cast; ring⟩
```

Substituting the glide into the exponent gives

−2πi[h(x + 1/4) + k(y + 1/4) + l(1/4 − z)]
= −iπ(h + k + l)/2 − 2πi(hx + ky − lz).

Hence

W[h,k,l](x + 1/4, y + 1/4, 1/4 − z) = exp(−iπ(h + k + l)/2) W[h,k,−l](x, y, z).

In Lean the two exponentials on the right are merged, and `ring` checks that the exponents agree.

```lean
/-- Under the glide a plane wave acquires a phase and its index `l` changes sign. -/
theorem planeWave_glide (h k l : ℤ) (x y z : ℝ) :
    planeWave h k l (x + 1 / 4) (y + 1 / 4) (1 / 4 - z) =
      Complex.exp (-(π * I / 2 * (h + k + l))) * planeWave h k (-l) x y z := by
  unfold planeWave
  rw [← Complex.exp_add]
  congr 1
  push_cast
  ring
```

The cell integral of a periodic G does not change under the glide. For the innermost coordinate, put u = 1/4 − z:

∫₀¹ G(x, y, 1/4 − z) dz = ∫ from −3/4 to 1/4 of G(x, y, u) du = ∫₀¹ G(x, y, u) du.

The last equality holds because both intervals span one period. For a periodic function g of x or y,

∫₀¹ g(t + 1/4) dt = ∫ from 1/4 to 5/4 of g(t) dt = ∫₀¹ g(t) dt.

These are the local facts `reflect` and `shift`. The proof applies them to z, then y, then x, each time to the function left by the inner integrations. It uses only the periods; continuity ensures that the integrals are ordinary ones.

```lean
/-- The cell integral of a lattice periodic function is unchanged by the glide. -/
theorem cellIntegral_glide {G : ℝ → ℝ → ℝ → ℂ} (hG : LatticePeriodic G) :
    cellIntegral (fun x y z => G (x + 1 / 4) (y + 1 / 4) (1 / 4 - z)) = cellIntegral G := by
  -- one coordinate at a time: a shift and a reflection of a periodic function
  have shift : ∀ g : ℝ → ℂ, Function.Periodic g 1 →
      (∫ t in (0 : ℝ)..1, g (t + 1 / 4)) = ∫ t in (0 : ℝ)..1, g t := by
    intro g hg
    rw [intervalIntegral.integral_comp_add_right g (1 / 4),
      show (0 : ℝ) + 1 / 4 = 1 / 4 by norm_num, show (1 : ℝ) + 1 / 4 = 1 / 4 + 1 by norm_num,
      hg.intervalIntegral_add_eq (1 / 4) 0, zero_add]
  have reflect : ∀ g : ℝ → ℂ, Function.Periodic g 1 →
      (∫ t in (0 : ℝ)..1, g (1 / 4 - t)) = ∫ t in (0 : ℝ)..1, g t := by
    intro g hg
    rw [intervalIntegral.integral_comp_sub_left g (1 / 4),
      show (1 / 4 : ℝ) - 0 = (1 / 4 - 1) + 1 by norm_num,
      hg.intervalIntegral_add_eq (1 / 4 - 1) 0, zero_add]
  have h1 : ∀ x y, (∫ z in (0 : ℝ)..1, G x y (1 / 4 - z)) = ∫ z in (0 : ℝ)..1, G x y z :=
    fun x y => reflect (G x y) (hG.period_z x y)
  have h2 : ∀ x, (∫ y in (0 : ℝ)..1, ∫ z in (0 : ℝ)..1, G x (y + 1 / 4) z) =
      ∫ y in (0 : ℝ)..1, ∫ z in (0 : ℝ)..1, G x y z :=
    fun x => shift (fun y => ∫ z in (0 : ℝ)..1, G x y z)
      (fun y => by simp only [hG.period_y])
  simp only [cellIntegral, h1, h2]
  exact shift (fun x => ∫ y in (0 : ℝ)..1, ∫ z in (0 : ℝ)..1, G x y z)
    (fun x => by simp only [hG.period_x])
```

Now take G = W[h,k,l] f, which is lattice periodic because both factors are. The invariance of the cell integral, the symmetry of f and the phase of W give

c(h, k, l) = ∫cell W[h,k,l](x + 1/4, y + 1/4, 1/4 − z) f(x + 1/4, y + 1/4, 1/4 − z)
= exp(−iπ(h + k + l)/2) ∫cell W[h,k,−l] f
= exp(−iπ(h + k + l)/2) c(h, k, −l).

In the proof, `key` is the invariance of the integral for this product. Rewriting it with the two transformation laws and taking out the constant phase finishes the calculation.

```lean
/-- For a glide-invariant crystal function the coefficients at `(h, k, l)` and `(h, k, -l)`
differ by the phase `exp(-iπ(h + k + l)/2)`. -/
theorem fourierCoeff_glide {f : ℝ → ℝ → ℝ → ℂ} (hf : LatticePeriodic f)
    (hg : GlideInvariant f) (h k l : ℤ) :
    fourierCoeff f h k l =
      Complex.exp (-(π * I / 2 * (h + k + l))) * fourierCoeff f h k (-l) := by
  have hw := planeWave_latticePeriodic h k l
  have hG : LatticePeriodic (fun x y z => planeWave h k l x y z * f x y z) :=
    ⟨hw.continuous.mul hf.continuous,
      fun x y z => by simp only [hw.period_x, hf.period_x],
      fun x y z => by simp only [hw.period_y, hf.period_y],
      fun x y z => by simp only [hw.period_z, hf.period_z]⟩
  have key := cellIntegral_glide hG
  have hp : ∀ x y z, f (x + 1 / 4) (y + 1 / 4) (1 / 4 - z) = f x y z := hg
  simp only [planeWave_glide, hp, mul_assoc (Complex.exp _)] at key
  unfold fourierCoeff
  rw [← key]
  simp only [cellIntegral, intervalIntegral.integral_const_mul]
```

## Extinction in the plane l = 0

For l = 0 the same coefficient stands on both sides:

c(h, k, 0) = exp(−iπ(h + k)/2) c(h, k, 0).

If c(h, k, 0) were nonzero, it could be cancelled, and the phase would equal one. Then −iπ(h + k)/2 = 2πim for some integer m, so h + k = −4m, and 4 would divide h + k. The Lean proof follows this argument by contradiction, with `e1` as the statement that the phase is one.

```lean
/-- Glide extinction rule: the coefficient at `(h, k, 0)` vanishes unless `h + k` is a
multiple of four. -/
theorem glide_extinction {f : ℝ → ℝ → ℝ → ℂ} (hf : LatticePeriodic f)
    (hg : GlideInvariant f) {h k : ℤ} (hk : ¬ (4 : ℤ) ∣ h + k) :
    fourierCoeff f h k 0 = 0 := by
  have r := fourierCoeff_glide hf hg h k 0
  rw [neg_zero] at r
  by_contra hc
  -- a nonzero coefficient forces the glide phase to be one
  have e1 : Complex.exp (-(π * I / 2 * (h + k + (0 : ℤ)))) = 1 :=
    mul_right_cancel₀ hc (by rw [one_mul]; exact r.symm)
  obtain ⟨m, hm⟩ := Complex.exp_eq_one_iff.mp e1
  have h4 : (h : ℂ) + k = -4 * m := by
    apply mul_left_cancel₀ Complex.two_pi_I_ne_zero
    push_cast at hm
    linear_combination (-4) * hm
  have h5 : h + k = -4 * m := by exact_mod_cast h4
  exact hk ⟨-m, by omega⟩
```

For (2,0,0) the phase is exp(−iπ) = −1. Thus c(2,0,0) = −c(2,0,0), and the coefficient is zero. Lean obtains this from the general rule, since 4 does not divide 2.

This one glide does not by itself remove (0,0,2), where the relation connects two different coefficients, c(0,0,2) = −c(0,0,−2).

```lean
/-- The `(2, 0, 0)` coefficient of a glide-invariant crystal function vanishes. -/
theorem fourierCoeff_200 {f : ℝ → ℝ → ℝ → ℂ} (hf : LatticePeriodic f)
    (hg : GlideInvariant f) : fourierCoeff f 2 0 0 = 0 :=
  glide_extinction hf hg (by norm_num)
```

Conversely, suppose that h + k = 4m. The wave exp(2πi(hx + ky)) is W[−h,−k,0], and under the glide it is multiplied by

exp(iπ(h + k)/2) = exp(2πim) = 1.

Its product with W[h,k,0] is one everywhere, so its coefficient at (h, k, 0) is one. The divisibility condition is therefore sharp for periodicity and this glide alone; further symmetries of diamond can remove more coefficients.

```lean
/-- If `h + k` is a multiple of four, the plane wave `exp(2πi(hx + ky))` is lattice periodic
and glide invariant, and its coefficient at `(h, k, 0)` is one. -/
theorem glide_extinction_sharp {h k : ℤ} (hk : (4 : ℤ) ∣ h + k) :
    LatticePeriodic (planeWave (-h) (-k) 0) ∧ GlideInvariant (planeWave (-h) (-k) 0) ∧
      fourierCoeff (planeWave (-h) (-k) 0) h k 0 = 1 := by
  obtain ⟨m, hm⟩ := hk
  have hm' : (h : ℂ) + k = 4 * m := by exact_mod_cast hm
  refine ⟨planeWave_latticePeriodic _ _ _, fun x y z => ?_, ?_⟩
  · have e1 : Complex.exp (-(π * I / 2 * ((-h : ℤ) + (-k : ℤ) + (0 : ℤ)))) = 1 :=
      Complex.exp_eq_one_iff.mpr ⟨m, by push_cast; linear_combination (π * I / 2) * hm'⟩
    rw [planeWave_glide, e1, one_mul, neg_zero]
  · have hp : ∀ x y z, planeWave h k 0 x y z * planeWave (-h) (-k) 0 x y z = 1 := by
      intro x y z
      unfold planeWave
      rw [← Complex.exp_add]
      exact Complex.exp_eq_one_iff.mpr ⟨0, by push_cast; ring⟩
    simp [fourierCoeff, cellIntegral, hp]
```

## The symmetries of the sine product

Four identities for a single factor are enough for the translations and the glide:

sin(4π(t + 1/4)) = sin(4πt + π) = −sin(4πt)
sin(4π(1/4 − t)) = sin(π − 4πt) = sin(4πt)
sin(4π(t + 1/2)) = sin(4πt + 2π) = sin(4πt)
sin(4π(t + 1)) = sin(4πt)

Under the glide, the factors in x and y each change sign and the factor in z does not, so S is unchanged. The face-centring translation (1/2, 1/2, 0) changes no factor. Permuting the coordinates only reorders the product, and reversing two coordinates produces two cancelling minus signs.

The theorem expresses a permutation as `σ : Equiv.Perm (Fin 3)` acting on the labels of a coordinate vector `r`. The listed operations, with the lattice translations, generate the space group of diamond, so S is a function that diamond symmetry allows. It takes negative values and so is not itself an electron density, but 1 + S is nonnegative and has the same symmetries and the same (2,2,2) coefficient.

```lean
/-- The sine product is lattice periodic and invariant under the glide, a face-centring
translation, all permutations of the coordinates and all double sign changes. -/
theorem sineStar_symmetry :
    LatticePeriodic sineStar ∧ GlideInvariant sineStar ∧
      (∀ x y z, sineStar (x + 1 / 2) (y + 1 / 2) z = sineStar x y z) ∧
      (∀ (σ : Equiv.Perm (Fin 3)) (r : Fin 3 → ℝ),
        sineStar (r (σ 0)) (r (σ 1)) (r (σ 2)) = sineStar (r 0) (r 1) (r 2)) ∧
      (∀ x y z, sineStar (-x) (-y) z = sineStar x y z ∧
        sineStar (-x) y (-z) = sineStar x y z ∧ sineStar x (-y) (-z) = sineStar x y z) := by
  have quarter : ∀ t : ℝ, Real.sin (4 * π * (t + 1 / 4)) = -Real.sin (4 * π * t) := fun t => by
    rw [show 4 * π * (t + 1 / 4) = 4 * π * t + π by ring, Real.sin_add_pi]
  have mirror : ∀ t : ℝ, Real.sin (4 * π * (1 / 4 - t)) = Real.sin (4 * π * t) := fun t => by
    rw [show 4 * π * (1 / 4 - t) = π - 4 * π * t by ring, Real.sin_pi_sub]
  have half : ∀ t : ℝ, Real.sin (4 * π * (t + 1 / 2)) = Real.sin (4 * π * t) := fun t => by
    rw [show 4 * π * (t + 1 / 2) = 4 * π * t + 2 * π by ring, Real.sin_add_two_pi]
  have full : ∀ t : ℝ, Real.sin (4 * π * (t + 1)) = Real.sin (4 * π * t) := fun t => by
    rw [show t + 1 = t + 1 / 2 + 1 / 2 by ring, half, half]
  refine ⟨⟨by unfold sineStar; fun_prop, ?_, ?_, ?_⟩, ?_, ?_, ?_, ?_⟩
  · intro x y z; simp only [sineStar, full]
  · intro x y z; simp only [sineStar, full]
  · intro x y z; simp only [sineStar, full]
  · intro x y z; simp only [sineStar, quarter, mirror, neg_mul_neg]
  · intro x y z; simp only [sineStar, half]
  · intro σ r
    have hσ := Equiv.prod_comp σ (fun i => Real.sin (4 * π * r i))
    simp only [Fin.prod_univ_three] at hσ
    simp only [sineStar, hσ]
  · intro x y z
    simp only [sineStar, mul_neg, Real.sin_neg, neg_mul, neg_neg, and_self]
```

## The nonzero (2,2,2) coefficient

In one dimension, write the sine in exponentials:

exp(−4πit) sin(4πt) = exp(−4πit) [exp(4πit) − exp(−4πit)]/(2i)
= −i/2 + (i/2) exp(−8πit).

The last exponential integrates to zero over the unit interval:

∫₀¹ exp(−8πit) dt = [exp(−8πi) − 1]/(−8πi) = 0.

Therefore

∫₀¹ exp(−4πit) sin(4πt) dt = −i/2.

The Lean fact `h0` is the vanishing integral, and `hp` is the decomposition of the integrand.

```lean
/-- The second Fourier coefficient of `sin(4πt)` on the unit interval is `-i/2`. -/
theorem sine_coefficient :
    (∫ t in (0 : ℝ)..1, Complex.exp (-(2 * π * I * (2 * t))) * (Real.sin (4 * π * t) : ℂ)) =
      -I / 2 := by
  have hc : -(8 * π * I) ≠ 0 := by simp [Real.pi_ne_zero]
  have h0 : (∫ t in (0 : ℝ)..1, Complex.exp (-(8 * π * I) * t)) = 0 := by
    have e1 : Complex.exp (-(8 * π * I) * ((1 : ℝ) : ℂ)) = 1 :=
      Complex.exp_eq_one_iff.mpr ⟨-4, by push_cast; ring⟩
    rw [integral_exp_mul_complex hc, e1]
    simp
  -- the integrand is a constant plus a full oscillation
  have hp : ∀ t : ℝ, Complex.exp (-(2 * π * I * (2 * t))) * (Real.sin (4 * π * t) : ℂ) =
      -I / 2 + I / 2 * Complex.exp (-(8 * π * I) * t) := by
    intro t
    have e2 : Complex.exp (-(2 * π * I * (2 * t))) * Complex.exp (-(2 * π * I * (2 * t))) =
        Complex.exp (-(8 * π * I) * t) := by
      rw [← Complex.exp_add]; congr 1; ring
    have e3 : Complex.exp (-(2 * π * I * (2 * t))) * Complex.exp (2 * π * I * (2 * t)) = 1 := by
      rw [← Complex.exp_add, neg_add_cancel, Complex.exp_zero]
    rw [Complex.ofReal_sin, Complex.sin,
      show -((4 * π * t : ℝ) : ℂ) * I = -(2 * π * I * (2 * t)) by push_cast; ring,
      show ((4 * π * t : ℝ) : ℂ) * I = 2 * π * I * (2 * t) by push_cast; ring]
    linear_combination (I / 2) * e2 - (I / 2) * e3
  simp only [hp]
  rw [intervalIntegral.integral_add, intervalIntegral.integral_const_mul, h0]
  · simp
  · exact intervalIntegrable_const
  · exact Continuous.intervalIntegrable (by fun_prop) _ _
```

Both W[2,2,2] and S are products of one factor per coordinate, so the cell integral separates:

c(2,2,2) = [∫₀¹ exp(−4πit) sin(4πt) dt]³ = (−i/2)³ = i/8.

Here `sep` separates the triple integral and `hp` factors the plane wave. The theorem states both the value and the fact that it is nonzero.

```lean
/-- The `(2, 2, 2)` coefficient of the sine product is `i/8`, which is nonzero. -/
theorem sineStar_222 : fourierCoeff sineStar 2 2 2 = I / 8 ∧ fourierCoeff sineStar 2 2 2 ≠ 0 := by
  have sep : ∀ w : ℝ → ℂ, cellIntegral (fun x y z => w x * (w y * w z)) =
      (∫ t in (0 : ℝ)..1, w t) ^ 3 := by
    intro w
    simp only [cellIntegral, intervalIntegral.integral_const_mul,
      intervalIntegral.integral_mul_const]
    ring
  have hp : ∀ x y z : ℝ, planeWave 2 2 2 x y z = Complex.exp (-(2 * π * I * (2 * x))) *
      Complex.exp (-(2 * π * I * (2 * y))) * Complex.exp (-(2 * π * I * (2 * z))) := by
    intro x y z
    unfold planeWave
    rw [← Complex.exp_add, ← Complex.exp_add]
    congr 1
    push_cast
    ring
  have val : fourierCoeff sineStar 2 2 2 = I / 8 := by
    have s := sep fun t => Complex.exp (-(2 * π * I * (2 * t))) * (Real.sin (4 * π * t) : ℂ)
    rw [sine_coefficient] at s
    have e : fourierCoeff sineStar 2 2 2 = (-I / 2) ^ 3 := by
      rw [← s]
      refine congrArg cellIntegral (funext fun x => funext fun y => funext fun z => ?_)
      simp only [hp, sineStar, Complex.ofReal_mul]
      ring
    rw [e]
    linear_combination (-I / 8) * Complex.I_sq
  exact ⟨val, by rw [val]; simp⟩

end

end DiamondGlide
```

```lean
#print axioms DiamondGlide.fourierCoeff_glide
#print axioms DiamondGlide.fourierCoeff_200
#print axioms DiamondGlide.sineStar_symmetry
#print axioms DiamondGlide.sineStar_222
```

```
'DiamondGlide.fourierCoeff_glide' depends on axioms: [propext, Classical.choice, Quot.sound]
'DiamondGlide.fourierCoeff_200' depends on axioms: [propext, Classical.choice, Quot.sound]
'DiamondGlide.sineStar_symmetry' depends on axioms: [propext, Classical.choice, Quot.sound]
'DiamondGlide.sineStar_222' depends on axioms: [propext, Classical.choice, Quot.sound]
```
